# Full overlap forces Hermitian idempotent density matrices to coincide, but not non-Hermitian ones

## Can three traces certify that two density matrices are equal?

In my self-consistent-field loop I test for a fixed point by comparing the density matrix $P$ of one iteration with the density matrix $Q$ of the next. Both come from single determinants in an orthonormal spin-orbital basis, so $P^2=P$ and $Q^2=Q$. Instead of comparing entries I compute $\operatorname{tr}P$, $\operatorname{tr}Q$ and the overlap $\operatorname{tr}(PQ)$, and I stop when the three numbers agree. My belief is that $\operatorname{tr}P=\operatorname{tr}Q=\operatorname{tr}(PQ)$ means $P=Q$. I now want to run the same loop with a non-Hermitian mean-field operator, where the density matrix is built from separate left and right orbitals and is still idempotent. Does the argument need hermiticity, and of both matrices or only one? I would like a rigorous proof, machine-checked if possible, and an explicit failure if there is one.

## Yes when both are Hermitian, not in general when one of them is not

The test is exact for finite complex matrices that are both Hermitian and idempotent. It can fail already for real $2\times2$ idempotents when one of the two is not symmetric.

### The trace identity, and where hermiticity enters

Let $P$ and $Q$ be square matrices with $P^2=P$ and $Q^2=Q$, and put $D=P-Q$. Expanding the square gives
$$D^2=P^2+Q^2-PQ-QP=P+Q-PQ-QP .$$
The trace is cyclic, $\operatorname{tr}(QP)=\operatorname{tr}(PQ)$, so
$$\operatorname{tr}D^2=\operatorname{tr}P+\operatorname{tr}Q-2\operatorname{tr}(PQ).$$
Only idempotency has been used. If both traces equal the overlap, then $\operatorname{tr}D^2=0$.

Write $A^\dagger$ for the conjugate transpose and $A_{ij}$ for the entry in row $i$, column $j$. If $P^\dagger=P$ and $Q^\dagger=Q$, then $D^\dagger=D$, and
$$\operatorname{tr}D^2=\operatorname{tr}(D^\dagger D)=\sum_{i,j}|D_{ij}|^2 .$$
A sum of non-negative terms vanishes only if each term does, so $D=0$ and $P=Q$. Conversely, $P=Q$ gives $\operatorname{tr}(PQ)=\operatorname{tr}P^2=\operatorname{tr}P$. Without hermiticity, $\operatorname{tr}D^2=\sum_{i,j}D_{ij}D_{ji}$, which can vanish for $D\neq0$.

A one-sided version holds as well. For Hermitian idempotents put $X=P-QP$, the part of $P$ that $Q$ misses. Then $X^\dagger=P-PQ$ and
$$X^\dagger X=P^2-PQP-PQP+PQ^2P=P-PQP .$$
Cyclicity and $P^2=P$ give $\operatorname{tr}(PQP)=\operatorname{tr}(QP^2)=\operatorname{tr}(PQ)$, hence $\operatorname{tr}(X^\dagger X)=\operatorname{tr}P-\operatorname{tr}(PQ)$. So $\operatorname{tr}(PQ)=\operatorname{tr}P$ forces $X=0$, that is $QP=P$: every orbital occupied in $P$ lies in the occupied space of $Q$. Conversely, $QP=P$ gives $\operatorname{tr}(PQ)=\operatorname{tr}(QP)=\operatorname{tr}P$. One trace condition alone does not give equality. The projector $B$ on the normalised bonding orbital $(1,1)/\sqrt2$ has all entries $1/2$; with the $2\times2$ identity $I$, which fills both orbitals, $\operatorname{tr}(BI)=\operatorname{tr}B$ while $B\neq I$.

### Same range, different kernel

Drop hermiticity and suppose $PQ=Q$ and $QP=P$, which says that $P$ fixes every column of $Q$ and $Q$ every column of $P$. Idempotency follows: $P^2=P(QP)=(PQ)P=QP=P$, and likewise $Q^2=Q$. The overlap is $\operatorname{tr}(PQ)=\operatorname{tr}Q$, and also $\operatorname{tr}(PQ)=\operatorname{tr}(QP)=\operatorname{tr}P$. The matrix $D^2$ itself vanishes, since $D^2=P+Q-Q-P=0$. Nothing here forces $P=Q$.

For a real number $t$ take
$$P_t=\begin{pmatrix}1&t\\0&0\end{pmatrix},\qquad Q=\begin{pmatrix}1&0\\0&0\end{pmatrix}.$$
Multiplying out gives $P_tQ=Q$ and $QP_t=P_t$, so all of the above applies, and the three traces equal $1$. With rows and columns numbered $0$ and $1$, the difference $P_t-Q$ has the single entry $t$ at position $(0,1)$, so $P_t=Q$ exactly when $t=0$. In orbital language $P_t=r\,\ell^{\mathsf T}$ with right orbital $r=(1,0)$ and left orbital $\ell=(1,t)$, biorthonormalised by $\ell\cdot r=1$. The three traces cannot see $t$, which tilts the left orbital. The matrix $Q$ is symmetric and $P_t$ is symmetric only for $t=0$, so hermiticity of one matrix out of two does not rescue the test.

### Two numerical cases

Take the Hermitian pair $Q=\operatorname{diag}(1,0)$ and $P=vv^{\mathsf T}$ with the unit vector $v=(4/5,3/5)$. Then
$$P=\frac1{25}\begin{pmatrix}16&12\\12&9\end{pmatrix},\qquad D=\frac1{25}\begin{pmatrix}-9&12\\12&9\end{pmatrix},$$
and $\operatorname{tr}(PQ)=16/25$. The identity gives $\operatorname{tr}D^2=1+1-32/25=18/25$, and the squared entries of $D$ sum to $(81+144+144+81)/625=18/25$. For two Hermitian idempotents, $\operatorname{tr}P+\operatorname{tr}Q-2\operatorname{tr}(PQ)$ is the squared Frobenius distance between the matrices. For the oblique pair at $t=1$ the identity gives $1+1-2=0$, while the squared entries of $D$ sum to $1$.

### The Lean file

```lean
import Mathlib

open Matrix
open scoped ComplexOrder

namespace DensityMatrixOverlap

noncomputable section

variable {n : Type*} [Fintype n] [DecidableEq n]

/-- A complex one-particle density matrix that is Hermitian and idempotent. -/
structure IsProjector (P : Matrix n n ℂ) : Prop where
  herm : Pᴴ = P
  idem : P * P = P

/-- The overlap `trace (P Q)` of two density matrices. -/
def overlap {R : Type*} [CommRing R] (P Q : Matrix n n R) : R := trace (P * Q)

/-- The real matrix with rows `(1, t)` and `(0, 0)`. -/
def oblique (t : ℝ) : Matrix (Fin 2) (Fin 2) ℝ := !![1, t; 0, 0]

/-- The real matrix `diag (1, 0)`. -/
def upper : Matrix (Fin 2) (Fin 2) ℝ := !![1, 0; 0, 0]

/-- The complex two-by-two matrix with all entries `1/2`. -/
def bonding : Matrix (Fin 2) (Fin 2) ℂ := !![1 / 2, 1 / 2; 1 / 2, 1 / 2]

/-- For idempotents, Hermitian or not, `trace ((P - Q)²)` equals
`trace P + trace Q` minus twice the overlap. -/
theorem trace_sub_sq {R : Type*} [CommRing R] {P Q : Matrix n n R}
    (hP : P * P = P) (hQ : Q * Q = Q) :
    trace ((P - Q) ^ 2) = trace P + trace Q - 2 * overlap P Q := by
  have h : (P - Q) ^ 2 = P * P + Q * Q - P * Q - Q * P := by noncomm_ring
  rw [h, hP, hQ, trace_sub, trace_sub, trace_add, trace_mul_comm Q P, overlap]
  ring

/-- A Hermitian matrix whose square has zero trace is zero. -/
theorem eq_zero_of_trace_sq {D : Matrix n n ℂ} (hD : Dᴴ = D) (h : trace (D ^ 2) = 0) :
    D = 0 := by
  -- `D² = Dᴴ D`, whose trace is the squared Frobenius norm
  have h' : trace (Dᴴ * D) = 0 := by rw [hD, ← pow_two]; exact h
  exact Matrix.trace_conjTranspose_mul_self_eq_zero_iff.mp h'

/-- Two Hermitian idempotents coincide exactly when both traces equal the overlap. -/
theorem projector_eq_iff_full_overlap {P Q : Matrix n n ℂ}
    (hP : IsProjector P) (hQ : IsProjector Q) :
    P = Q ↔ trace P = overlap P Q ∧ trace Q = overlap P Q := by
  constructor
  · intro h
    subst h
    simp [overlap, hP.idem]
  · rintro ⟨h1, h2⟩
    -- the difference is Hermitian and its square is traceless
    have hD : (P - Q)ᴴ = P - Q := by rw [conjTranspose_sub, hP.herm, hQ.herm]
    have ht : trace ((P - Q) ^ 2) = 0 := by
      rw [trace_sub_sq hP.idem hQ.idem, h1, h2]; ring
    exact sub_eq_zero.mp (eq_zero_of_trace_sq hD ht)

/-- For Hermitian idempotents the overlap equals `trace P` exactly when `Q P = P`. -/
theorem overlap_eq_trace_iff {P Q : Matrix n n ℂ}
    (hP : IsProjector P) (hQ : IsProjector Q) :
    overlap P Q = trace P ↔ Q * P = P := by
  constructor
  · intro h
    -- the part of `P` outside `Q` is `X = P - Q P`, with `Xᴴ X = P - P Q P`
    have hX : (P - Q * P)ᴴ * (P - Q * P) = P - P * (Q * P) := by
      rw [conjTranspose_sub, conjTranspose_mul, hP.herm, hQ.herm]
      calc (P - P * Q) * (P - Q * P)
          = P * P - P * (Q * P) - P * (Q * P) + P * ((Q * Q) * P) := by noncomm_ring
        _ = P - P * (Q * P) := by rw [hP.idem, hQ.idem]; abel
    have hc : trace (P * (Q * P)) = overlap P Q := by
      rw [trace_mul_comm, mul_assoc, hP.idem, trace_mul_comm, overlap]
    have h0 : trace ((P - Q * P)ᴴ * (P - Q * P)) = 0 := by
      rw [hX, trace_sub, hc, h, sub_self]
    exact (sub_eq_zero.mp (Matrix.trace_conjTranspose_mul_self_eq_zero_iff.mp h0)).symm
  · intro h
    rw [overlap, trace_mul_comm, h]

/-- The all-`1/2` matrix and the identity are distinct Hermitian idempotents whose overlap
equals the trace of the first. -/
theorem overlap_eq_trace_witness :
    IsProjector bonding ∧ IsProjector (1 : Matrix (Fin 2) (Fin 2) ℂ) ∧
      overlap bonding 1 = trace bonding ∧ bonding ≠ 1 := by
  refine ⟨⟨?_, ?_⟩, ⟨by simp, by simp⟩, by simp [overlap], ?_⟩
  · ext i j
    fin_cases i <;> fin_cases j <;> simp [bonding, conjTranspose_apply]
  · ext i j
    fin_cases i <;> fin_cases j <;>
      norm_num [bonding, Matrix.mul_apply, Fin.sum_univ_succ]
  · intro h
    have h01 := congrFun (congrFun h 0) 1
    simp [bonding] at h01

/-- Matrices with `P Q = Q` and `Q P = P` are idempotent, both traces equal the overlap,
and their difference squares to zero. -/
theorem full_overlap_of_same_range {R : Type*} [CommRing R] {P Q : Matrix n n R}
    (hPQ : P * Q = Q) (hQP : Q * P = P) :
    P * P = P ∧ Q * Q = Q ∧ trace P = overlap P Q ∧ trace Q = overlap P Q ∧
      (P - Q) ^ 2 = 0 := by
  have hP : P * P = P := by
    calc P * P = P * (Q * P) := by rw [hQP]
      _ = (P * Q) * P := by rw [mul_assoc]
      _ = P := by rw [hPQ, hQP]
  have hQ : Q * Q = Q := by
    calc Q * Q = Q * (P * Q) := by rw [hPQ]
      _ = (Q * P) * Q := by rw [mul_assoc]
      _ = Q := by rw [hQP, hPQ]
  refine ⟨hP, hQ, ?_, ?_, ?_⟩
  · rw [overlap, trace_mul_comm, hQP]
  · rw [overlap, hPQ]
  · have h : (P - Q) ^ 2 = P * P + Q * Q - P * Q - Q * P := by noncomm_ring
    rw [h, hP, hQ, hPQ, hQP]
    abel

/-- For every real `t`, the matrix with rows `(1, t), (0, 0)` and `diag (1, 0)` are idempotent,
have both traces and the overlap equal to one, and their difference squares to zero; the
second is symmetric, and they coincide, or the first is symmetric, only for `t = 0`. -/
theorem oblique_family (t : ℝ) :
    oblique t * oblique t = oblique t ∧ upper * upper = upper ∧
      trace (oblique t) = 1 ∧ trace upper = 1 ∧ overlap (oblique t) upper = 1 ∧
      (oblique t - upper) ^ 2 = 0 ∧ upperᵀ = upper ∧
      (oblique t = upper ↔ t = 0) ∧ ((oblique t)ᵀ = oblique t ↔ t = 0) := by
  have h1 : oblique t * upper = upper := by
    ext i j
    fin_cases i <;> fin_cases j <;>
      simp [oblique, upper, Matrix.mul_apply, Fin.sum_univ_succ]
  have h2 : upper * oblique t = oblique t := by
    ext i j
    fin_cases i <;> fin_cases j <;>
      simp [oblique, upper, Matrix.mul_apply, Fin.sum_univ_succ]
  obtain ⟨hP, hQ, _, hb, hc⟩ := full_overlap_of_same_range h1 h2
  have tP : trace (oblique t) = 1 := by simp [oblique, trace_fin_two]
  have tQ : trace upper = 1 := by simp [upper, trace_fin_two]
  have hT : upperᵀ = upper := by
    ext i j
    fin_cases i <;> fin_cases j <;> simp [upper]
  refine ⟨hP, hQ, tP, tQ, hb.symm.trans tQ, hc, hT, ⟨?_, ?_⟩, ⟨?_, ?_⟩⟩
  · intro h
    have h01 := congrFun (congrFun h 0) 1
    simpa [oblique, upper] using h01
  · rintro rfl
    rfl
  · intro h
    have h10 := congrFun (congrFun h 1) 0
    simpa [oblique] using h10
  · rintro rfl
    exact hT

/-- The real idempotents with rows `(1, 1), (0, 0)` and `diag (1, 0)` have both traces and the
overlap equal to one and a difference squaring to zero, yet they differ. -/
theorem full_overlap_without_hermiticity :
    oblique 1 * oblique 1 = oblique 1 ∧ upper * upper = upper ∧
      trace (oblique 1) = 1 ∧ trace upper = 1 ∧ overlap (oblique 1) upper = 1 ∧
      (oblique 1 - upper) ^ 2 = 0 ∧ oblique 1 ≠ upper := by
  obtain ⟨a, b, c, d, e, f, _, g, _⟩ := oblique_family 1
  exact ⟨a, b, c, d, e, f, fun h => one_ne_zero (g.mp h)⟩

end

end DensityMatrixOverlap
```

```lean
#print axioms DensityMatrixOverlap.projector_eq_iff_full_overlap
-- 'DensityMatrixOverlap.projector_eq_iff_full_overlap' depends on axioms: [propext, Classical.choice, Quot.sound]
#print axioms DensityMatrixOverlap.overlap_eq_trace_iff
-- 'DensityMatrixOverlap.overlap_eq_trace_iff' depends on axioms: [propext, Classical.choice, Quot.sound]
#print axioms DensityMatrixOverlap.full_overlap_without_hermiticity
-- 'DensityMatrixOverlap.full_overlap_without_hermiticity' depends on axioms: [propext, Classical.choice, Quot.sound]
```

### Density matrices as Lean objects

The type `n` labels a finite set of basis orbitals, of any size, and `Matrix n n ℂ` is a one-particle operator in that basis. The structure `IsProjector` bundles `herm : Pᴴ = P` and `idem : P * P = P`, where `ᴴ` is $\dagger$. Both are hypotheses. Idempotency in the form $P^2=P$ stands for occupation numbers $0$ or $1$, as for a single Slater determinant in spin orbitals; a closed-shell spatial density matrix with occupations $0$ or $2$ has to be halved first. Hermiticity in the plain form $P^\dagger=P$ takes the basis to be orthonormal and the left and right occupied orbitals to span the same space. The definition `overlap P Q` is $\operatorname{tr}(PQ)$, not the basis overlap matrix, and it is available over any commutative ring `R`, which lets the real and the complex statements share it. The matrices `oblique t`, `upper` and `bonding` are $P_t$, $\operatorname{diag}(1,0)$ and $B$.

The theorem `projector_eq_iff_full_overlap` says that two Hermitian idempotents are equal if and only if $\operatorname{tr}P=\operatorname{tr}(PQ)$ and $\operatorname{tr}Q=\operatorname{tr}(PQ)$. No particle number is fixed in advance. The theorem `overlap_eq_trace_iff` says that $\operatorname{tr}(PQ)=\operatorname{tr}P$ if and only if $QP=P$, and `overlap_eq_trace_witness` records that $B$ and $I$ are distinct projectors meeting that condition. The theorem `full_overlap_of_same_range` takes $PQ=Q$ and $QP=P$ over any commutative ring and returns both idempotencies, both trace equalities and $(P-Q)^2=0$; the reading as "same range" is carried by those two equations, with no subspaces in the statement. The theorem `oblique_family` lists nine facts for each real `t`: the two idempotencies, the three traces equal to $1$, the vanishing square, symmetry of `upper`, and the two equivalences with `t = 0`. Its case $t=1$ is `full_overlap_without_hermiticity`.

The positive theorems are stated over $\mathbb C$ and the counterexample over $\mathbb R$, where `ᵀ` plays the role of $\dagger$. All statements are exact equalities in finite dimension. Fractional occupations, as in correlated or finite-temperature density matrices, are not covered, and neither are numerical thresholds.

### From the algebra to the tactics

In `trace_sub_sq`, `noncomm_ring` expands `(P - Q) ^ 2` without reordering products, the rewrites with `hP` and `hQ` apply idempotency, and `trace_mul_comm Q P` is cyclicity. In `eq_zero_of_trace_sq`, the step `h'` turns $\operatorname{tr}D^2$ into $\operatorname{tr}(D^\dagger D)$, and Mathlib's `Matrix.trace_conjTranspose_mul_self_eq_zero_iff` supplies the sum-of-squares argument.

The main theorem chains the two. Its backward direction proves `hD`, that $P-Q$ is Hermitian, which is the only use of `hP.herm` and `hQ.herm`, and `ht`, that the square is traceless. The forward direction replaces $Q$ by $P$ with `subst` and uses idempotency. In `overlap_eq_trace_iff`, `hX` is $X^\dagger X=P-PQP$, `hc` is $\operatorname{tr}(PQP)=\operatorname{tr}(PQ)$, and `h0` feeds the same Mathlib lemma. In the witness, hermiticity and idempotency of $B$ are checked entry by entry, and $B\neq I$ is read from position $(0,1)$.

The two `calc` blocks in `full_overlap_of_same_range` are the chains $P^2=P(QP)=(PQ)P=P$ and its mirror image. In `oblique_family`, `h1` and `h2` establish $P_tQ=Q$ and $QP_t=P_t$ over the four entries, after which the general theorem gives idempotency, the overlap and the vanishing square. Equality with `upper` is tested at entry $(0,1)$ in `h01`, and symmetry at entry $(1,0)$ in `h10`; each reduces to $t=0$. The final theorem specialises to $t=1$ and uses `one_ne_zero`.

### The convergence test in code

For single-determinant, Hermitian mean-field calculations in a finite orthonormal basis, full overlap is an exact criterion for an unchanged density matrix; for biorthogonal determinants it is not. With $D=P-Q$, the quantities $\operatorname{tr}D^2$ and $\operatorname{tr}(D^\dagger D)$ are $\sum_{i,j}D_{ij}D_{ji}$ and $\sum_{i,j}\overline{D_{ij}}D_{ij}$: they differ by the order of the indices and, for complex matrices, by a conjugation.

```python
D = P - Q
gap  = np.trace(P) + np.trace(Q) - 2*np.trace(P @ Q)  # tr(D D) for idempotents
dist = np.einsum('ij,ij->', D.conj(), D)              # tr(D^dagger D)
```

For Hermitian idempotents `gap` and `dist` agree in exact arithmetic, as in the $18/25$ example. In floating point `gap` is, near convergence, a small difference of much larger numbers and is lost to rounding long before `dist` is, so `dist` is the better stopping test there too. For $P_1$ and $\operatorname{diag}(1,0)$, `gap` is $0$ and `dist` is $1$, so your non-Hermitian loop should monitor `dist`.

The following remark on non-orthogonal bases is ordinary algebra that the file does not contain. With a positive definite basis overlap matrix $S$ and Hermitian coefficient density matrices $\Gamma$, $\Gamma'$ obeying $\Gamma S\Gamma=\Gamma$ and $\Gamma'S\Gamma'=\Gamma'$, the products $\Gamma S$ and $\Gamma'S$ are idempotent and generally not Hermitian, yet the test survives there: $S^{1/2}\Gamma S^{1/2}$ and $S^{1/2}\Gamma'S^{1/2}$ are Hermitian idempotents with the same three traces.
